# A singular side arm on a single hub makes the Green function vanish between different other arms

## Sites, arms and the open system

The system has one hub site and a finite set n of further sites, each belonging to one arm. In Lean the site set is `Option n`: `none` is the hub, `some s` is the site s, and `arm s` is the arm it belongs to. Below, A(s, t) is an entry of the complex matrix A, and G = A⁻¹ is its Green function.

```lean
import Mathlib

open Matrix

namespace SideGroupAntiresonance

noncomputable section

variable {n ι : Type*}
```

Arms touch each other only through the hub:

A(s, t) = 0 whenever arm s ≠ arm t.

The couplings between hub and arms are unrestricted, and A need not be Hermitian.

```lean
/-- Sites on different arms are not coupled directly; `none` is the hub, and `arm` tells to which
arm each other site belongs. -/
def ArmsDecoupled (arm : n → ι) (A : Matrix (Option n) (Option n) ℂ) : Prop :=
  ∀ s t, arm s ≠ arm t → A (some s) (some t) = 0
```

The isolated arm i is described by the diagonal block A_i, with entries A(s, t) for s and t both on arm i.

```lean
/-- The diagonal block of `A` that belongs to the isolated arm `i`. -/
def armBlock (arm : n → ι) (A : Matrix (Option n) (Option n) ℂ) (i : ι) :
    Matrix {s // arm s = i} {s // arm s = i} ℂ :=
  fun s t => A (some s.1) (some t.1)
```

For a device in an orthonormal basis, with Hamiltonian H and lead self-energy S at the real energy E, the matrix of interest is

A = E·1 − H − S.

Here S is a given matrix; it is not derived from a model of the leads.

```lean
variable [Fintype n] [DecidableEq n] [DecidableEq ι]
variable {arm : n → ι} {A : Matrix (Option n) (Option n) ℂ} {d i j : ι}

/-- The matrix `E - H - S` of a device with Hamiltonian `H` and lead self-energy `S`. -/
def openMatrix (E : ℝ) (H S : Matrix (Option n) (Option n) ℂ) :
    Matrix (Option n) (Option n) ℂ :=
  (E : ℂ) • 1 - H - S
```

Two pieces of bookkeeping follow. If f vanishes off arm i, its sum over all non-hub sites is its sum over arm i.

```lean
omit [DecidableEq n] in
/-- A sum over all sites off the hub reduces to arm `i` if the summand vanishes elsewhere. -/
theorem sum_arm (arm : n → ι) (i : ι) {f : n → ℂ} (h : ∀ s, arm s ≠ i → f s = 0) :
    ∑ s, f s = ∑ s : {s // arm s = i}, f s.1 := by
  have h0 : ∑ s : {s // ¬ arm s = i}, f s.1 = 0 := Finset.sum_eq_zero fun s _ => h s.1 s.2
  rw [← Fintype.sum_subtype_add_sum_subtype (fun s => arm s = i) f, h0, add_zero]
```

If A is invertible, then A G = 1. Its row at a non-hub site s reads, for any source b,

A(s, hub) G(hub, b) + Σ_r A(s, r) G(r, b) = δ_sb.

```lean
/-- The equation `A G = 1` for the Green function `G = A⁻¹` of an invertible `A`, read at a site
off the hub. -/
theorem green_equation (hdet : A.det ≠ 0) (s : n) (b : Option n) :
    A (some s) none * A⁻¹ none b + ∑ r, A (some s) (some r) * A⁻¹ (some r) b
      = (1 : Matrix (Option n) (Option n) ℂ) (some s) b := by
  have h := congrFun (congrFun (Matrix.mul_nonsing_inv A (isUnit_iff_ne_zero.mpr hdet)) (some s)) b
  rwa [Matrix.mul_apply, Fintype.sum_option] at h
```

## A node at the hub

Let A_d be singular. Then there is a row vector v ≠ 0 on arm d with v A_d = 0. Extend it by zero to a vector w on all non-hub sites. For every non-hub site t,

Σ_s w_s A(s, t) = 0.

If t is on arm d, this is v A_d = 0. If t is on another arm, every A(s, t) with s on d is zero. The proof splits into the same two cases.

```lean
/-- If the arms are decoupled and the block of arm `d` is singular, there is a non-zero left null
vector of the hub-free system that lives on arm `d`. -/
theorem exists_arm_mode (hA : ArmsDecoupled arm A) (hd : (armBlock arm A d).det = 0) :
    ∃ w : n → ℂ, w ≠ 0 ∧ (∀ s, arm s ≠ d → w s = 0) ∧
      ∀ t, ∑ s, w s * A (some s) (some t) = 0 := by
  obtain ⟨v, hv, hv0⟩ := Matrix.exists_vecMul_eq_zero_iff.mpr hd
  refine ⟨fun s => if h : arm s = d then v ⟨s, h⟩ else 0, ?_, ?_, ?_⟩
  · intro h
    apply hv
    funext s
    have := congrFun h s.1
    simpa [s.2] using this
  · intro s hs
    simp [hs]
  · intro t
    rw [sum_arm arm d]
    · by_cases ht : arm t = d
      · have h : ∑ s : {s // arm s = d}, v s * A (some s.1) (some t) = 0 :=
          congrFun hv0 ⟨t, ht⟩
        calc _ = ∑ s : {s // arm s = d}, v s * A (some s.1) (some t) :=
              Finset.sum_congr rfl fun s _ => by simp [s.2]
          _ = 0 := h
      · exact Finset.sum_eq_zero fun s _ => by
          rw [hA s.1 t (fun e => ht (e.symm.trans s.2)), mul_zero]
    · intro s hs
      simp [hs]
```

Now let A also be invertible, and set W = w off the hub and W(hub) = 0. The row vector W A has only a hub entry,

κ = Σ_s w_s A(s, hub).

Multiplying by G from the right gives, for every b,

W(b) = κ G(hub, b).

If κ were zero, W would vanish, contradicting w ≠ 0. So the mode couples to the hub. For b outside arm d, W(b) = 0 and therefore G(hub, b) = 0. The hypothesis `b.map arm ≠ some d` says that b is the hub itself or lies on another arm. In the code, `hrow` is the displayed relation and `hκ` is κ ≠ 0.

```lean
/-- For decoupled arms, invertible `A` and a singular block of arm `d`, the Green function
vanishes at the hub for every source outside arm `d`. -/
theorem hub_node (hA : ArmsDecoupled arm A) (hdet : A.det ≠ 0)
    (hd : (armBlock arm A d).det = 0) {b : Option n} (hb : b.map arm ≠ some d) :
    A⁻¹ none b = 0 := by
  obtain ⟨w, hw, hws, h0⟩ := exists_arm_mode hA hd
  obtain ⟨W, hW⟩ : ∃ W : Option n → ℂ, W = fun a => a.elim 0 w := ⟨_, rfl⟩
  have hv : ∀ c, (W ᵥ* A) c = ∑ s, w s * A (some s) c := by
    intro c
    simp [hW, Matrix.vecMul, dotProduct, Fintype.sum_option]
  -- the mode of the side group is proportional to the hub row of the Green function
  have hrow : ∀ c, W c = (∑ s, w s * A (some s) none) * A⁻¹ none c := by
    intro c
    calc W c = ((W ᵥ* A) ᵥ* A⁻¹) c := by
          rw [Matrix.vecMul_vecMul, Matrix.mul_nonsing_inv A (isUnit_iff_ne_zero.mpr hdet),
            Matrix.vecMul_one]
      _ = ∑ a, (W ᵥ* A) a * A⁻¹ a c := rfl
      _ = _ := by
          rw [Fintype.sum_option]
          simp only [hv, h0, zero_mul, Finset.sum_const_zero, add_zero]
  have hκ : ∑ s, w s * A (some s) none ≠ 0 := by
    intro hc
    apply hw
    funext s
    have h := hrow (some s)
    rw [hc, zero_mul, hW] at h
    exact h
  have hb0 : W b = 0 := by
    rw [hW]
    rcases b with _ | t
    · rfl
    · exact hws t (fun e => hb (congrArg some e))
  exact (mul_eq_zero.mp ((hrow b).symm.trans hb0)).resolve_left hκ
```

A second singular arm i ≠ d is impossible. Every b lies outside at least one of the two arms, so the whole hub row of G would vanish, whereas (G A)(hub, hub) = 1. Regularity of the other arms is thus a consequence of the invertibility of A.

```lean
/-- For decoupled arms and invertible `A`, at most one arm has a singular block. -/
theorem other_arms_regular (hA : ArmsDecoupled arm A) (hdet : A.det ≠ 0)
    (hd : (armBlock arm A d).det = 0) (hid : i ≠ d) : (armBlock arm A i).det ≠ 0 := by
  intro hi
  -- two singular arms would make the whole hub row of the inverse vanish
  have hz : ∀ b, A⁻¹ none b = 0 := by
    intro b
    by_cases hb : b.map arm = some d
    · exact hub_node hA hdet hi (fun e => hid (Option.some.inj (e.symm.trans hb)))
    · exact hub_node hA hdet hd hb
  have h := congrFun (congrFun
    (Matrix.nonsing_inv_mul A (isUnit_iff_ne_zero.mpr hdet)) none) none
  rw [Matrix.mul_apply] at h
  simp [hz] at h
```

## Zero between two other arms

Take s and t on different arms, neither of them d. Let i = arm s and x_r = G(r, t) for r on arm i. In the row equation at r, the hub term vanishes because G(hub, t) = 0, the sum reduces to arm i, and δ_rt = 0 because t is elsewhere. What remains is

A_i x = 0.

Since A_i is regular, x = 0, and in particular G(s, t) = 0.

```lean
/-- Side-group antiresonance: for decoupled arms, invertible `A` and a singular block of arm `d`,
the Green function between any two different arms other than `d` vanishes. -/
theorem side_group_antiresonance (hA : ArmsDecoupled arm A) (hdet : A.det ≠ 0)
    (hd : (armBlock arm A d).det = 0) {s t : n} (hs : arm s ≠ d) (ht : arm t ≠ d)
    (hst : arm s ≠ arm t) : A⁻¹ (some s) (some t) = 0 := by
  have hc : A⁻¹ none (some t) = 0 := hub_node hA hdet hd (fun e => ht (Option.some.inj e))
  have hx : (fun r : {r // arm r = arm s} => A⁻¹ (some r.1) (some t)) = 0 :=
    Matrix.eq_zero_of_mulVec_eq_zero (other_arms_regular hA hdet hd hs) (by
      funext r
      have h := green_equation hdet r.1 (some t)
      have hrt : r.1 ≠ t := fun e => hst (r.2.symm.trans (congrArg arm e))
      rw [hc, mul_zero, zero_add, sum_arm arm (arm s)] at h
      · exact h.trans (Matrix.one_apply_ne (by simpa using hrt))
      · intro q hq
        rw [hA r.1 q (fun e => hq (e.symm.trans r.2)), zero_mul])
  exact congrFun hx ⟨s, rfl⟩
```

The smallest case has three one-site arms p, q, d. Write ε_p, ε_q, ε_d for the diagonal entries of A at these sites; for a device, ε_d is E − H(d, d) − S(d, d), not the site energy H(d, d). Expanding the 4×4 inverse gives

G(p, q) = A(p, hub) A(hub, q) ε_d / det A,

which vanishes at ε_d = 0. There, det A = −A(hub, d) A(d, hub) ε_p ε_q, so invertibility requires the side site to be coupled to the hub and both other arms to be regular.

## At a level of the side group

Suppose that H and S both have decoupled arms and that S vanishes on the block of arm d: the leads add no self-energy directly to the side group, though they can still broaden its levels through the hub. Then

A_d = E·1 − H_d.

If H_d v = E v with v ≠ 0, then A_d v = 0, so A_d is singular and the previous result applies. Invertibility of E − H − S is still assumed; it means that the device has a Green function at E.

```lean
/-- Let `H` and `S` have decoupled arms and `S` vanish on arm `d`. If `E` is an eigenvalue of the
isolated arm `d` and `E - H - S` is invertible, the Green function at `E` between any two
different arms other than `d` vanishes. -/
theorem antiresonance_at_side_group_level {E : ℝ} {H S : Matrix (Option n) (Option n) ℂ}
    (hH : ArmsDecoupled arm H) (hS : ArmsDecoupled arm S) (hSd : armBlock arm S d = 0)
    (hE : ∃ v, v ≠ 0 ∧ armBlock arm H d *ᵥ v = (E : ℂ) • v)
    (hdet : (openMatrix E H S).det ≠ 0) {s t : n} (hs : arm s ≠ d) (ht : arm t ≠ d)
    (hst : arm s ≠ arm t) : (openMatrix E H S)⁻¹ (some s) (some t) = 0 := by
  refine side_group_antiresonance ?_ hdet ?_ hs ht hst
  · intro a b hab
    have hne : a ≠ b := fun e => hab (congrArg arm e)
    simp [openMatrix, hH a b hab, hS a b hab, hne]
  · have hb : armBlock arm (openMatrix E H S) d = (E : ℂ) • 1 - armBlock arm H d := by
      ext a b
      have z : S (some a.1) (some b.1) = 0 := congrFun (congrFun hSd a) b
      simp [armBlock, openMatrix, z, Matrix.one_apply, Subtype.ext_iff]
    obtain ⟨v, hv, hEv⟩ := hE
    refine Matrix.exists_mulVec_eq_zero_iff.mp ⟨v, hv, ?_⟩
    rw [hb, Matrix.sub_mulVec, Matrix.smul_mulVec, Matrix.one_mulVec, hEv, sub_self]

end

end SideGroupAntiresonance
```

```lean
#print axioms SideGroupAntiresonance.side_group_antiresonance
-- 'SideGroupAntiresonance.side_group_antiresonance' depends on axioms: [propext, Classical.choice, Quot.sound]
#print axioms SideGroupAntiresonance.antiresonance_at_side_group_level
-- 'SideGroupAntiresonance.antiresonance_at_side_group_level' depends on axioms: [propext, Classical.choice, Quot.sound]
```

In non-interacting coherent transport through such a single-hub device, the transmission is Tr(Γ_L G Γ_R G†). If the broadening matrices Γ_L and Γ_R live on two different arms other than d, this trace contains only Green function entries between those arms, and the zero of G becomes a transmission zero at E; that last inference rests on the trace formula, which the Lean development does not treat.
